# The Hartree energy of a hydrogenic 1s density is between 1.08 and 1.09 times the integral of its 4/3 power

When a constant C is proposed for a lower bound −C ∫n^(4/3) on the indirect Coulomb energy, a quick check is to put in the density n of a one-electron atom. The indirect energy is the electron repulsion minus the Hartree energy U. One electron has no repulsion partner, so the indirect energy is −U, and the bound requires U ≤ C ∫n^(4/3). For the 1s density with nuclear charge Z > 0, in atomic units,

n(r) = (Z³/π) exp(−2Zr)

U = 5Z/16

∫n^(4/3) = (27/64) Z π^(−1/3)

Both quantities are linear in Z, so their ratio (20/27) π^(1/3) is the same for every Z. It lies between 1.08 and 1.09, and any C at or below 1.08 fails the check.

The Lieb–Oxford inequality holds with one common constant for states of any number of electrons, one included. The theorems below treat a single one-parameter family of one-electron densities, so they limit C from below and say nothing about which C suffices in general.

## A spherical density and its shells

The density is assumed to depend on the distance r from the nucleus only. A space integral then becomes an integral over r > 0 with weight 4πr², which is `radialIntegral`. The potential follows from the electrostatics of charged shells: a shell of radius s acts outside as a point charge at the centre, and inside it gives a constant potential, its charge divided by s. Hence

v(r) = (1/r) ∫₀^r 4πs² n(s) ds + ∫_r^∞ 4πs n(s) ds

U = (1/2) ∫₀^∞ 4πr² n(r) v(r) dr

Charge is counted here in electrons, as a positive number. So v(r) is the repulsion energy of one further electron placed at r, and the electrostatic potential of the real, negative charge cloud is −v(r). These formulas enter as the definitions `hartreePotential` and `hartreeEnergy`; they are not derived from the three-dimensional Coulomb integral. For a density without spherical symmetry, the potential would also depend on angle and the shell formula would no longer give it. The exponential `density` is likewise taken as given, without solving the Schrödinger equation.

```lean
import Mathlib

open MeasureTheory Set Filter
open scoped Real Topology

namespace HydrogenicLiebOxford

noncomputable section

/-- The integral over all space of a radial function, with volume element `4 π r² dr`. -/
def radialIntegral (f : ℝ → ℝ) : ℝ := ∫ r in Ioi (0 : ℝ), 4 * π * r ^ 2 * f r

/-- The electrostatic potential of a radial density: the charge inside radius `r` divided by `r`,
plus the potential of the shells outside. -/
def hartreePotential (n : ℝ → ℝ) (r : ℝ) : ℝ :=
  (1 / r) * (∫ s in (0 : ℝ)..r, 4 * π * s ^ 2 * n s) + ∫ s in Ioi r, 4 * π * s * n s

/-- The Hartree energy: half the integral of the density times its own potential. -/
def hartreeEnergy (n : ℝ → ℝ) : ℝ :=
  1 / 2 * radialIntegral (fun r => n r * hartreePotential n r)

/-- The 1s density of a one-electron atom with nuclear charge `Z`, in atomic units. -/
def density (Z r : ℝ) : ℝ := Z ^ 3 / π * Real.exp (-(2 * Z * r))
```

## A positive decay rate and a non-negative inner radius

Every integral needed reduces to r exp(−ar) or r² exp(−ar), with a > 0 the rate at which the charge cloud, or a power or product built from it, falls off. The antiderivatives can be checked by differentiation:

d/dr [−(ar + 1) exp(−ar)/a²] = r exp(−ar)

d/dr [−((ar)² + 2ar + 2) exp(−ar)/a³] = r² exp(−ar)

Because a > 0, both brackets vanish as r → ∞. This leaves

∫_c^∞ r exp(−ar) dr = (ac + 1) exp(−ac)/a²

∫₀^∞ r² exp(−ar) dr = 2/a³

Without a > 0 the integrals diverge. In the proof, `decay` supplies the vanishing at infinity, while `hasDerivAt_lin` and `hasDerivAt_two` supply derivatives.

```lean
lemma decay {a : ℝ} (ha : 0 < a) (k : ℕ) :
    Tendsto (fun r : ℝ => (a * r) ^ k * Real.exp (-(a * r))) atTop (𝓝 0) :=
  (Real.tendsto_pow_mul_exp_neg_atTop_nhds_zero k).comp (tendsto_id.const_mul_atTop ha)

lemma hasDerivAt_lin (a r : ℝ) : HasDerivAt (fun x : ℝ => a * x) a r :=
  ((hasDerivAt_id' r).const_mul a).congr_deriv (mul_one a)

lemma hasDerivAt_two {a : ℝ} (ha : 0 < a) (r : ℝ) :
    HasDerivAt (fun x : ℝ => -(1 / a ^ 3) *
      (((a * x) ^ 2 + 2 * (a * x) + 2) * Real.exp (-(a * x))))
      (r ^ 2 * Real.exp (-(a * r))) r := by
  have hu := hasDerivAt_lin a r
  have he := hu.fun_neg.exp
  refine (((((hu.fun_pow 2).fun_add (hu.const_mul 2)).add_const 2).fun_mul he).const_mul
    (-(1 / a ^ 3))).congr_deriv ?_
  generalize Real.exp (-(a * r)) = E
  norm_num
  field_simp
  ring
```

The condition 0 ≤ c in `moment_one` says that c is a radius. The calculation by hand does not need it, and the formula remains true for negative c. The proof uses it to show that the integrand is non-negative, since a non-negative derivative whose antiderivative has a limit is integrable. That argument gives convergence and the value together, and both are needed later. In the derivative steps, `generalize` replaces the exponential by a letter E, which leaves an algebraic identity for `field_simp` and `ring`.

```lean
/-- The first exponential moment outside radius `c` converges and has a closed form. -/
theorem moment_one {a c : ℝ} (ha : 0 < a) (hc : 0 ≤ c) :
    IntegrableOn (fun r : ℝ => r * Real.exp (-(a * r))) (Ioi c) ∧
    ∫ r in Ioi c, r * Real.exp (-(a * r)) =
      1 / a ^ 2 * ((a * c + 1) * Real.exp (-(a * c))) := by
  have hd : ∀ r ∈ Ici c, HasDerivAt
      (fun x : ℝ => -(1 / a ^ 2) * ((a * x + 1) * Real.exp (-(a * x))))
      (r * Real.exp (-(a * r))) r := by
    intro r _
    have hu := hasDerivAt_lin a r
    refine (((hu.add_const 1).fun_mul hu.fun_neg.exp).const_mul (-(1 / a ^ 2))).congr_deriv ?_
    generalize Real.exp (-(a * r)) = E
    field_simp
    ring
  have hp : ∀ r ∈ Ioi c, 0 ≤ r * Real.exp (-(a * r)) := fun r hr =>
    mul_nonneg (hc.trans (le_of_lt hr)) (Real.exp_pos _).le
  have ht : Tendsto (fun x : ℝ => -(1 / a ^ 2) * ((a * x + 1) * Real.exp (-(a * x))))
      atTop (𝓝 0) := by
    have h : Tendsto (fun x : ℝ => -(1 / a ^ 2) * ((a * x) ^ 1 * Real.exp (-(a * x)) +
        (a * x) ^ 0 * Real.exp (-(a * x)))) atTop (𝓝 (-(1 / a ^ 2) * (0 + 0))) :=
      ((decay ha 1).add (decay ha 0)).const_mul _
    rw [add_zero, mul_zero] at h
    exact h.congr (fun x => by ring)
  refine ⟨integrableOn_Ioi_deriv_of_nonneg' hd hp ht, ?_⟩
  rw [integral_Ioi_of_hasDerivAt_of_nonneg' hd hp ht]
  ring

/-- The second exponential moment over all radii converges and equals `2 / a³`. -/
theorem moment_two {a : ℝ} (ha : 0 < a) :
    IntegrableOn (fun r : ℝ => r ^ 2 * Real.exp (-(a * r))) (Ioi 0) ∧
    ∫ r in Ioi (0 : ℝ), r ^ 2 * Real.exp (-(a * r)) = 2 / a ^ 3 := by
  have hd := fun (r : ℝ) (_ : r ∈ Ici (0 : ℝ)) => hasDerivAt_two ha r
  have hp : ∀ r ∈ Ioi (0 : ℝ), 0 ≤ r ^ 2 * Real.exp (-(a * r)) := fun r _ => by positivity
  have ht : Tendsto (fun x : ℝ => -(1 / a ^ 3) *
      (((a * x) ^ 2 + 2 * (a * x) + 2) * Real.exp (-(a * x)))) atTop (𝓝 0) := by
    have h : Tendsto (fun x : ℝ => -(1 / a ^ 3) * ((a * x) ^ 2 * Real.exp (-(a * x)) +
        (2 * ((a * x) ^ 1 * Real.exp (-(a * x))) + 2 * ((a * x) ^ 0 * Real.exp (-(a * x))))))
        atTop (𝓝 (-(1 / a ^ 3) * (0 + (2 * 0 + 2 * 0)))) :=
      ((decay ha 2).add (((decay ha 1).const_mul 2).add ((decay ha 0).const_mul 2))).const_mul _
    simp only [add_zero, mul_zero] at h
    exact h.congr (fun x => by ring)
  refine ⟨integrableOn_Ioi_deriv_of_nonneg' hd hp ht, ?_⟩
  rw [integral_Ioi_of_hasDerivAt_of_nonneg' hd hp ht]
  simp only [mul_zero, neg_zero, Real.exp_zero]
  ring
```

## A positive nuclear charge

The hypothesis `0 < Z` means an attractive nucleus, which binds the electron in a decaying orbital. By hand it licenses the choice a = 2Z in the second moment:

∫₀^∞ 4πr² n(r) dr = 4Z³ · 2/(2Z)³ = 1

The density therefore holds one electron. At Z = 0 it vanishes everywhere and the integral is 0; for Z < 0 the exponential grows and the integral diverges. The proof of `density_normalized` uses the hypothesis at the same place, in the call to `moment_two`, and again to cancel powers of Z.

```lean
/-- The 1s density contains exactly one electron. -/
theorem density_normalized {Z : ℝ} (hZ : 0 < Z) : radialIntegral (density Z) = 1 := by
  have h : ∀ r : ℝ, 4 * π * r ^ 2 * density Z r =
      4 * Z ^ 3 * (r ^ 2 * Real.exp (-(2 * Z * r))) := fun r => by
    unfold density
    generalize Real.exp (-(2 * Z * r)) = E
    field_simp
  simp only [radialIntegral, h]
  rw [integral_const_mul, (moment_two (by positivity : 0 < 2 * Z)).2]
  field_simp
  norm_num
```

## A point away from the nucleus

The closed form of the potential contains 1/r, so it is stated for `0 < r`. The charge inside r is

4Z³ · [2 − ((2Zr)² + 4Zr + 2) exp(−2Zr)]/(2Z)³ = 1 − (2Z²r² + 2Zr + 1) exp(−2Zr)

and the outer shells contribute

4Z³ · (2Zr + 1) exp(−2Zr)/(2Z)² = (2Z²r + Z) exp(−2Zr)

Dividing the first by r and adding the second cancels the terms in 2Z²r and leaves

v(r) = 1/r − (Z + 1/r) exp(−2Zr)

The proof evaluates the inner integral with the antiderivative from `hasDerivAt_two` and the outer one with `moment_one` at c = r; the final `field_simp` uses r ≠ 0. Physically v tends to Z at the nucleus, but Lean sets 1/0 = 0, so at r = 0 the right-hand side would read −Z and the equation would be false.

```lean
/-- At a distance `r > 0` from the nucleus, the electrostatic potential of the 1s density is `1/r -
(Z + 1/r) exp(-2Zr)`. -/
theorem hartreePotential_density {Z r : ℝ} (hZ : 0 < Z) (hr : 0 < r) :
    hartreePotential (density Z) r = 1 / r - (Z + 1 / r) * Real.exp (-(2 * Z * r)) := by
  have ha : 0 < 2 * Z := by positivity
  have h2 : ∀ s : ℝ, 4 * π * s ^ 2 * density Z s =
      4 * Z ^ 3 * (s ^ 2 * Real.exp (-(2 * Z * s))) := fun s => by
    unfold density
    generalize Real.exp (-(2 * Z * s)) = E
    field_simp
  have h1 : ∀ s : ℝ, 4 * π * s * density Z s =
      4 * Z ^ 3 * (s * Real.exp (-(2 * Z * s))) := fun s => by
    unfold density
    generalize Real.exp (-(2 * Z * s)) = E
    field_simp
  -- the charge inside radius r comes from the antiderivative
  have hin := intervalIntegral.integral_eq_sub_of_hasDerivAt (a := 0) (b := r)
    (fun s _ => hasDerivAt_two ha s)
    (Continuous.intervalIntegrable (by fun_prop) _ _)
  simp only [hartreePotential, h1, h2]
  rw [intervalIntegral.integral_const_mul, integral_const_mul, hin, (moment_one ha hr.le).2]
  simp only [mul_zero, neg_zero, Real.exp_zero]
  generalize Real.exp (-(2 * Z * r)) = E
  field_simp
  ring
```

The energy is unaffected, because the radial integral runs over r > 0 only. Inserting v gives

U = 2Z³ ∫₀^∞ [r exp(−2Zr) − r exp(−4Zr) − Z r² exp(−4Zr)] dr

U = 2Z³ [1/(4Z²) − 1/(16Z²) − 1/(32Z²)] = 5Z/16

In `hartreeEnergy_density`, `setIntegral_congr_fun` substitutes the potential on r > 0. Splitting the integral into three requires each part to converge, which the moment lemmas provide under `0 < Z`.

```lean
/-- The Hartree energy of the 1s density is `5 Z / 16`. -/
theorem hartreeEnergy_density {Z : ℝ} (hZ : 0 < Z) :
    hartreeEnergy (density Z) = 5 / 16 * Z := by
  have hc : ∫ r in Ioi (0 : ℝ), 4 * π * r ^ 2 * (density Z r * hartreePotential (density Z) r) =
      ∫ r in Ioi (0 : ℝ), 4 * Z ^ 3 * ((r * Real.exp (-(2 * Z * r)) -
        r * Real.exp (-(4 * Z * r))) - Z * (r ^ 2 * Real.exp (-(4 * Z * r)))) := by
    refine setIntegral_congr_fun measurableSet_Ioi (fun r hr => ?_)
    have hr' : 0 < r := hr
    have he : Real.exp (-(4 * Z * r)) =
        Real.exp (-(2 * Z * r)) * Real.exp (-(2 * Z * r)) := by
      rw [← Real.exp_add]
      congr 1
      ring
    simp only [hartreePotential_density hZ hr', he]
    unfold density
    generalize Real.exp (-(2 * Z * r)) = E
    field_simp
    ring
  obtain ⟨i1, e1⟩ := moment_one (by positivity : 0 < 2 * Z) le_rfl
  obtain ⟨i2, e2⟩ := moment_one (by positivity : 0 < 4 * Z) le_rfl
  obtain ⟨i3, e3⟩ := moment_two (by positivity : 0 < 4 * Z)
  have i12 : IntegrableOn (fun r : ℝ => r * Real.exp (-(2 * Z * r)) -
      r * Real.exp (-(4 * Z * r))) (Ioi 0) := Integrable.sub i1 i2
  have i3' : IntegrableOn (fun r : ℝ => Z * (r ^ 2 * Real.exp (-(4 * Z * r)))) (Ioi 0) :=
    Integrable.const_mul i3 Z
  unfold hartreeEnergy radialIntegral
  rw [hc, integral_const_mul, integral_sub i12 i3', integral_sub i1 i2, integral_const_mul,
    e1, e2, e3]
  simp only [mul_zero, neg_zero, Real.exp_zero]
  field_simp
  norm_num
```

## The sign of Z in the 4/3 power and the ratio

For Z > 0 the prefactor Z³/π is positive, so the fractional power can be taken factor by factor:

n(r)^(4/3) = Z⁴ π^(−4/3) exp(−8Zr/3)

∫n^(4/3) = 4Z⁴ π^(−1/3) · 2/(8Z/3)³ = (27/64) Z π^(−1/3)

The proof follows the same route: `Real.mul_rpow` and `Real.div_rpow` ask for non-negative factors, and `moment_two` is applied with a = 8Z/3.

```lean
/-- The integral of the 4/3 power of the 1s density is `(27/64) Z π^(-1/3)`. -/
theorem integral_density_rpow {Z : ℝ} (hZ : 0 < Z) :
    radialIntegral (fun r => density Z r ^ (4 / 3 : ℝ)) =
      27 / 64 * Z * π ^ (-(1 / 3) : ℝ) := by
  have hZ4 : (Z ^ 3) ^ (4 / 3 : ℝ) = Z ^ 4 := by
    rw [← Real.rpow_natCast Z 3, ← Real.rpow_mul hZ.le, ← Real.rpow_natCast Z 4]
    norm_num
  have hpi : π ^ (4 / 3 : ℝ) = π * π ^ (1 / 3 : ℝ) := by
    rw [show (4 / 3 : ℝ) = 1 + 1 / 3 by norm_num, Real.rpow_add Real.pi_pos, Real.rpow_one]
  have hx : 0 < π ^ (1 / 3 : ℝ) := Real.rpow_pos_of_pos Real.pi_pos _
  -- the 4/3 power of an exponential is an exponential with a larger decay rate
  have h : ∀ r : ℝ, 4 * π * r ^ 2 * density Z r ^ (4 / 3 : ℝ) =
      4 * Z ^ 4 / π ^ (1 / 3 : ℝ) * (r ^ 2 * Real.exp (-(8 * Z / 3 * r))) := fun r => by
    unfold density
    rw [Real.mul_rpow (by positivity) (Real.exp_pos _).le,
      Real.div_rpow (by positivity) Real.pi_pos.le, hZ4, hpi, ← Real.exp_mul,
      show -(2 * Z * r) * (4 / 3) = -(8 * Z / 3 * r) by ring]
    generalize Real.exp (-(8 * Z / 3 * r)) = E
    generalize π ^ (1 / 3 : ℝ) = x at hx
    field_simp
  simp only [radialIntegral, h]
  rw [integral_const_mul, (moment_two (by positivity : 0 < 8 * Z / 3)).2,
    Real.rpow_neg Real.pi_pos.le]
  generalize π ^ (1 / 3 : ℝ) = x at hx
  field_simp
  norm_num
```

Dividing the two results cancels Z:

U / ∫n^(4/3) = (5/16)(64/27) π^(1/3) = (20/27) π^(1/3)

This division is where Z = 0 must be excluded, since both quantities vanish there. For the numerical window, 1.458³ < 3.14 < π and π < 3.15 < 1.4715³, so π^(1/3) lies between 1.458 and 1.4715. Multiplying by 20/27 gives 1.08 and 1.09. In `hydrogenic_ratio` the cube root is called x, and `lt_of_pow_lt_pow_left₀` turns the comparison of cubes into a comparison of x itself.

```lean
/-- For every positive nuclear charge, the Hartree energy of the 1s density divided by the integral
of its 4/3 power is `(20/27) π^(1/3)`, which lies between 1.08 and 1.09. -/
theorem hydrogenic_ratio {Z : ℝ} (hZ : 0 < Z) :
    hartreeEnergy (density Z) / radialIntegral (fun r => density Z r ^ (4 / 3 : ℝ)) =
      20 / 27 * π ^ (1 / 3 : ℝ) ∧
    1.08 < 20 / 27 * π ^ (1 / 3 : ℝ) ∧ 20 / 27 * π ^ (1 / 3 : ℝ) < 1.09 := by
  have hx : 0 < π ^ (1 / 3 : ℝ) := Real.rpow_pos_of_pos Real.pi_pos _
  have hx3 : (π ^ (1 / 3 : ℝ)) ^ 3 = π := by
    rw [← Real.rpow_natCast, ← Real.rpow_mul Real.pi_pos.le]
    norm_num
  rw [hartreeEnergy_density hZ, integral_density_rpow hZ, Real.rpow_neg Real.pi_pos.le]
  generalize π ^ (1 / 3 : ℝ) = x at hx hx3
  -- compare cubes to bound the cube root of π
  have h1 : (1.458 : ℝ) < x := lt_of_pow_lt_pow_left₀ 3 hx.le (by
    rw [hx3]
    exact lt_trans (by norm_num) Real.pi_gt_d2)
  have h2 : x < (1.4715 : ℝ) := lt_of_pow_lt_pow_left₀ 3 (by norm_num) (by
    rw [hx3]
    exact lt_trans Real.pi_lt_d2 (by norm_num))
  refine ⟨?_, by linarith, by linarith⟩
  field_simp
  norm_num
```

## A constant that passes for one 1s density

The last theorem adds the hypothesis `hC`, which reads U ≤ C ∫n^(4/3) for one chosen Z > 0. Physically, C has passed the check on a single one-electron atom. No inequality for other densities is assumed. Since ∫n^(4/3) is positive, division gives

C ≥ U / ∫n^(4/3) = (20/27) π^(1/3) > 1.08

The proof establishes positivity as `hpos`, divides with `div_le_iff₀`, and inserts the ratio. Without `hC` nothing ties C to the density, and C could be any real number. Without `0 < Z` the check would be empty at Z = 0, where it reads 0 ≤ 0 for every C.

```lean
/-- A constant `C` for which the Hartree energy of a 1s density is at most `C` times the integral
of its 4/3 power must exceed 1.08. -/
theorem bound_constant_gt {Z C : ℝ} (hZ : 0 < Z)
    (hC : hartreeEnergy (density Z) ≤
      C * radialIntegral (fun r => density Z r ^ (4 / 3 : ℝ))) : 1.08 < C := by
  have hpos : 0 < radialIntegral (fun r => density Z r ^ (4 / 3 : ℝ)) := by
    rw [integral_density_rpow hZ]
    have := Real.rpow_pos_of_pos Real.pi_pos (-(1 / 3))
    positivity
  obtain ⟨he, hl, _⟩ := hydrogenic_ratio hZ
  have h := (div_le_iff₀ hpos).mpr hC
  rw [he] at h
  exact lt_of_lt_of_le hl h

end

end HydrogenicLiebOxford
```

```lean
#print axioms HydrogenicLiebOxford.density_normalized
#print axioms HydrogenicLiebOxford.hydrogenic_ratio
#print axioms HydrogenicLiebOxford.bound_constant_gt
```

```
'HydrogenicLiebOxford.density_normalized' depends on axioms: [propext, Classical.choice, Quot.sound]
'HydrogenicLiebOxford.hydrogenic_ratio' depends on axioms: [propext, Classical.choice, Quot.sound]
'HydrogenicLiebOxford.bound_constant_gt' depends on axioms: [propext, Classical.choice, Quot.sound]
```
